# The nearest-neighbour graphene gap vanishes on a Γ-centred N × N mesh exactly when 3 divides N

The gap of a k-point mesh is taken here to be the smallest direct gap, upper band minus lower band at the same k-point, among the N² points of a Γ-centred mesh. For graphene with nearest-neighbour hopping t > 0 this minimum is zero if and only if 3 divides N; otherwise it is positive and at most 8πt/(3N).

In Lean 4 with Mathlib:

```lean
import Mathlib

noncomputable section

namespace GrapheneMesh

/-- The nearest-neighbour structure factor of graphene at Bloch phases `a` and `b`. -/
def structureFactor (a b : ℝ) : ℂ :=
  1 + Complex.exp (a * Complex.I) + Complex.exp (b * Complex.I)

/-- The upper band for hopping `t ≥ 0`. -/
def upperBand (t a b : ℝ) : ℝ := t * ‖structureFactor a b‖

/-- The lower band for hopping `t ≥ 0`. -/
def lowerBand (t a b : ℝ) : ℝ := -(t * ‖structureFactor a b‖)

/-- The direct gap: upper band minus lower band at the same Bloch phases. -/
def directGap (t a b : ℝ) : ℝ := upperBand t a b - lowerBand t a b

/-- The phase `2 π j / N` of the Gamma-centred mesh with `N ≥ 1` points per direction. -/
def meshPhase (N j : ℕ) : ℝ := 2 * Real.pi * j / N

/-- The smallest direct gap found on the Gamma-centred `N` by `N` mesh, `N ≥ 1`. -/
def meshGap (t : ℝ) (N : ℕ) [NeZero N] : ℝ :=
  (Finset.univ : Finset (Fin N × Fin N)).inf' Finset.univ_nonempty
    (fun p => directGap t (meshPhase N p.1) (meshPhase N p.2))

/-- The direct gap is twice the hopping times the modulus of the structure factor. -/
theorem directGap_eq (t a b : ℝ) : directGap t a b = 2 * t * ‖structureFactor a b‖ := by
  unfold directGap upperBand lowerBand
  ring

/-- Where the structure factor vanishes, the Bloch factor `z = exp(ia)` solves
`1 + z + z² = 0`. -/
theorem bloch_factor_quadratic {a b : ℝ} (h : structureFactor a b = 0) :
    1 + Complex.exp (a * Complex.I) + Complex.exp (a * Complex.I) ^ 2 = 0 := by
  unfold structureFactor at h
  -- the complex conjugate equation contains the inverse Bloch factors
  have h2 := congrArg (starRingEnd ℂ) h
  simp only [map_add, map_one, map_zero, ← Complex.exp_conj, map_mul,
    Complex.conj_ofReal, Complex.conj_I] at h2
  have inv : ∀ x : ℝ, Complex.exp (x * Complex.I) * Complex.exp (x * -Complex.I) = 1 := by
    intro x
    rw [← Complex.exp_add]
    simp
  linear_combination (1 + Complex.exp (a * Complex.I)) * h
    - Complex.exp (a * Complex.I) * Complex.exp (b * Complex.I) * h2
    + Complex.exp (b * Complex.I) * inv a + Complex.exp (a * Complex.I) * inv b

/-- If the structure factor vanishes at a point of the `N` by `N` mesh, `N ≥ 1`,
then 3 divides `N`. -/
theorem three_dvd_of_zero_on_mesh {N : ℕ} [NeZero N] {j l : ℕ}
    (h : structureFactor (meshPhase N j) (meshPhase N l) = 0) : 3 ∣ N := by
  have hq := bloch_factor_quadratic h
  have hN : (N : ℝ) ≠ 0 := Nat.cast_ne_zero.mpr (NeZero.ne N)
  have hphase : (N : ℝ) * meshPhase N j = j * (2 * Real.pi) := by
    unfold meshPhase
    rw [mul_div_cancel₀ _ hN]
    ring
  have hphaseC : (N : ℂ) * (meshPhase N j : ℂ) = j * (2 * Real.pi) := by
    exact_mod_cast hphase
  -- every mesh Bloch factor is an N-th root of unity
  have hroot : Complex.exp (meshPhase N j * Complex.I) ^ N = 1 := by
    rw [← Complex.exp_nat_mul, Complex.exp_eq_one_iff]
    refine ⟨(j : ℤ), ?_⟩
    push_cast
    linear_combination Complex.I * hphaseC
  generalize Complex.exp (meshPhase N j * Complex.I) = z at hq hroot
  -- the quadratic equation makes it a cube root of unity other than 1
  have hcube : z ^ 3 = 1 := by linear_combination (z - 1) * hq
  have hne : z ≠ 1 := by
    rintro rfl
    norm_num at hq
  have hord : orderOf z = 3 := orderOf_eq_prime hcube hne
  rw [← hord]
  exact orderOf_dvd_of_pow_eq_one hroot

/-- For every real `t` and every phase `a` of the mesh with `N ≥ 1` points per direction, the mesh
gap is at most `2 t |1 + 2 cos a|`. -/
theorem meshGap_le_line (t : ℝ) (N : ℕ) [NeZero N] (j : Fin N) :
    meshGap t N ≤ 2 * t * |1 + 2 * Real.cos (meshPhase N j)| := by
  have h1 : (N : ℝ) * (N : ℝ)⁻¹ = 1 :=
    mul_inv_cancel₀ (Nat.cast_ne_zero.mpr (NeZero.ne N))
  -- the mesh contains the point opposite to j, modulo N
  obtain ⟨l, n, hl⟩ : ∃ (l : Fin N) (n : ℕ), (l : ℕ) + (j : ℕ) = n * N := by
    have hj := j.isLt
    rcases Nat.eq_zero_or_pos (j : ℕ) with h | h
    · exact ⟨j, 0, by omega⟩
    · refine ⟨⟨N - (j : ℕ), by omega⟩, 1, ?_⟩
      show N - (j : ℕ) + (j : ℕ) = 1 * N
      omega
  have hlR : ((l : ℕ) : ℝ) + ((j : ℕ) : ℝ) = n * N := by exact_mod_cast hl
  have hph : meshPhase N l = n * (2 * Real.pi) - meshPhase N j := by
    unfold meshPhase
    linear_combination (2 * Real.pi / N) * hlR + 2 * Real.pi * n * h1
  have hexp : Complex.exp (meshPhase N l * Complex.I)
      = Complex.exp (-(meshPhase N j : ℂ) * Complex.I) := by
    rw [hph]
    exact Complex.exp_eq_exp_iff_exists_int.mpr ⟨(n : ℤ), by push_cast; ring⟩
  have hf : structureFactor (meshPhase N j) (meshPhase N l)
      = ((1 + 2 * Real.cos (meshPhase N j) : ℝ) : ℂ) := by
    unfold structureFactor
    rw [hexp]
    push_cast
    rw [Complex.cos]
    ring
  have h := Finset.inf'_le
    (fun p : Fin N × Fin N => directGap t (meshPhase N p.1) (meshPhase N p.2))
    (Finset.mem_univ (j, l))
  have hgap : directGap t (meshPhase N j) (meshPhase N l)
      = 2 * t * |1 + 2 * Real.cos (meshPhase N j)| := by
    rw [directGap_eq, hf, Complex.norm_real, Real.norm_eq_abs]
  rw [← hgap]
  exact h

/-- For every real `a`, the modulus of `1 + 2 cos a` is at most twice the distance of `a` from
`2 π / 3`. -/
theorem abs_one_add_two_cos_le (a : ℝ) :
    |1 + 2 * Real.cos a| ≤ 2 * |a - 2 * Real.pi / 3| := by
  have hs : ∀ x : ℝ, |Real.sin x| ≤ |x| := fun x => sq_le_sq.mp (by
    nlinarith [Real.one_sub_sq_div_two_le_cos (x := 2 * x), Real.cos_two_mul x,
      Real.sin_sq_add_cos_sq x])
  have hc : Real.cos (2 * Real.pi / 3) = -1 / 2 := by
    rw [show 2 * Real.pi / 3 = Real.pi - Real.pi / 3 by ring, Real.cos_pi_sub,
      Real.cos_pi_div_three]
    norm_num
  have h : 1 + 2 * Real.cos a = -4 * Real.sin ((a + 2 * Real.pi / 3) / 2)
      * Real.sin ((a - 2 * Real.pi / 3) / 2) := by
    linear_combination 2 * Real.cos_sub_cos a (2 * Real.pi / 3) + 2 * hc
  have h4 : |(-4 : ℝ)| = 4 := by norm_num
  have h2 := hs ((a - 2 * Real.pi / 3) / 2)
  rw [abs_div, abs_two] at h2
  have h3 := mul_le_mul_of_nonneg_right
    (Real.abs_sin_le_one ((a + 2 * Real.pi / 3) / 2))
    (abs_nonneg (Real.sin ((a - 2 * Real.pi / 3) / 2)))
  rw [h, abs_mul, abs_mul, h4]
  linarith

/-- For `t ≥ 0` and `N ≥ 1` the mesh gap is at most `8 π t / (3 N)`. -/
theorem meshGap_le {t : ℝ} (ht : 0 ≤ t) (N : ℕ) [NeZero N] :
    meshGap t N ≤ 8 * Real.pi * t / (3 * N) := by
  have hN0 : 0 < N := Nat.pos_of_ne_zero (NeZero.ne N)
  have hNR : (0 : ℝ) < N := Nat.cast_pos.mpr hN0
  have h1 : (N : ℝ) * (N : ℝ)⁻¹ = 1 := mul_inv_cancel₀ hNR.ne'
  -- k is the integer nearest to N / 3
  obtain ⟨k, hkN, hk1, hk2⟩ : ∃ k : ℕ, k < N ∧ 3 * k ≤ N + 1 ∧ N ≤ 3 * k + 1 :=
    ⟨(N + 1) / 3, by omega, by omega, by omega⟩
  have hk1R : 3 * (k : ℝ) ≤ N + 1 := by exact_mod_cast hk1
  have hk2R : (N : ℝ) ≤ 3 * k + 1 := by exact_mod_cast hk2
  have habs : |3 * (k : ℝ) - N| ≤ 1 := abs_le.mpr ⟨by linarith, by linarith⟩
  have hd : meshPhase N k - 2 * Real.pi / 3
      = 2 * Real.pi / (3 * N) * (3 * (k : ℝ) - N) := by
    unfold meshPhase
    linear_combination (2 * Real.pi / 3) * h1
  have hpos : 0 ≤ 2 * Real.pi / (3 * (N : ℝ)) := by positivity
  have hdist : |meshPhase N k - 2 * Real.pi / 3| ≤ 2 * Real.pi / (3 * N) := by
    rw [hd, abs_mul, abs_of_nonneg hpos]
    exact mul_le_of_le_one_right hpos habs
  have hcos : |1 + 2 * Real.cos (meshPhase N k)| ≤ 2 * (2 * Real.pi / (3 * N)) := by
    linarith [abs_one_add_two_cos_le (meshPhase N k)]
  calc meshGap t N ≤ 2 * t * |1 + 2 * Real.cos (meshPhase N k)| :=
        meshGap_le_line t N ⟨k, hkN⟩
    _ ≤ 2 * t * (2 * (2 * Real.pi / (3 * N))) :=
        mul_le_mul_of_nonneg_left hcos (by positivity)
    _ = 8 * Real.pi * t / (3 * N) := by ring

/-- For `t ≥ 0` the mesh gap is never negative. -/
theorem meshGap_nonneg {t : ℝ} (ht : 0 ≤ t) (N : ℕ) [NeZero N] : 0 ≤ meshGap t N := by
  unfold meshGap
  refine Finset.le_inf' _ _ (fun p _ => ?_)
  rw [directGap_eq]
  positivity

/-- For hopping `t > 0` and `N ≥ 1`, the smallest direct gap of graphene on the Gamma-centred
`N` by `N` mesh is zero if and only if 3 divides `N`. -/
theorem meshGap_eq_zero_iff {t : ℝ} (ht : 0 < t) (N : ℕ) [NeZero N] :
    meshGap t N = 0 ↔ 3 ∣ N := by
  constructor
  · intro h
    -- the minimum is attained at some mesh point
    obtain ⟨p, _, hp⟩ := Finset.exists_mem_eq_inf'
      (Finset.univ_nonempty : (Finset.univ : Finset (Fin N × Fin N)).Nonempty)
      (fun p => directGap t (meshPhase N p.1) (meshPhase N p.2))
    have hz : directGap t (meshPhase N p.1) (meshPhase N p.2) = 0 := hp.symm.trans h
    rw [directGap_eq] at hz
    have hn := (mul_eq_zero.mp hz).resolve_left (by positivity)
    exact three_dvd_of_zero_on_mesh (norm_eq_zero.mp hn)
  · rintro ⟨m, hm⟩
    have hN0 : N ≠ 0 := NeZero.ne N
    have h1 : (N : ℝ) * (N : ℝ)⁻¹ = 1 := mul_inv_cancel₀ (Nat.cast_ne_zero.mpr hN0)
    have hmR : (N : ℝ) = 3 * m := by exact_mod_cast hm
    -- the mesh point j = N / 3 sits exactly at the band touching
    have hd : meshPhase N m - 2 * Real.pi / 3 = 0 := by
      unfold meshPhase
      linear_combination (2 * Real.pi / 3) * h1 - (2 * Real.pi / (3 * N)) * hmR
    have hc := abs_one_add_two_cos_le (meshPhase N m)
    rw [hd, abs_zero, mul_zero] at hc
    have hc0 := le_antisymm hc (abs_nonneg _)
    have hle : meshGap t N ≤ 2 * t * |1 + 2 * Real.cos (meshPhase N m)| :=
      meshGap_le_line t N ⟨m, by omega⟩
    rw [hc0, mul_zero] at hle
    exact le_antisymm hle (meshGap_nonneg ht.le N)

/-- For `t > 0` and `N ≥ 1` not divisible by 3, the mesh reports a positive gap, and this gap
is at most `8 π t / (3 N)`. -/
theorem spurious_gap {t : ℝ} (ht : 0 < t) (N : ℕ) [NeZero N] (h3 : ¬ 3 ∣ N) :
    0 < meshGap t N ∧ meshGap t N ≤ 8 * Real.pi * t / (3 * N) :=
  ⟨lt_of_le_of_ne (meshGap_nonneg ht.le N)
    (fun h => h3 ((meshGap_eq_zero_iff ht N).mp h.symm)), meshGap_le ht.le N⟩

end GrapheneMesh
```

```lean
#print axioms GrapheneMesh.meshGap_eq_zero_iff
#print axioms GrapheneMesh.spurious_gap
```

```
'GrapheneMesh.meshGap_eq_zero_iff' depends on axioms: [propext, Classical.choice, Quot.sound]
'GrapheneMesh.spurious_gap' depends on axioms: [propext, Classical.choice, Quot.sound]
```

## Bands, mesh and gap

The real numbers a and b are the Bloch phases of a wave vector along two primitive lattice vectors, chosen 60° apart. With

f(a, b) = 1 + exp(ia) + exp(ib),

the bands are ±t|f|, so the direct gap is 2t|f| (`directGap_eq`). This describes non-interacting electrons with equal on-site energies, set to zero, and no overlap or further-neighbour hopping.

`meshPhase N j` is 2πj/N. The indices j and l have type `Fin N`, so each runs from 0 to N − 1, and `[NeZero N]` says that N ≥ 1. `meshGap` uses `Finset.inf'`, the minimum over a non-empty finite set, so some mesh point attains it.

`meshGap_eq_zero_iff` is the equivalence, and `spurious_gap` gives the two bounds when 3 does not divide N. The positive gap is spurious because the bands do touch: the 3 × 3 mesh already contains a touching point. A Γ-centred mesh can thus make this model semimetal look gapped merely by missing the points where its bands touch. The theorems concern equal divisions in both directions and no shift of the mesh.

## A zero on the mesh forces 3 to divide N

Write z = exp(ia) and w = exp(ib), and suppose that f = 0. This equation and its complex conjugate read

1 + z + w = 0,
1 + 1/z + 1/w = 0.

Multiplying the second by zw gives zw + z + w = 0. Since z + w = −1, it follows that zw = 1. Substituting w = −1 − z then gives

1 + z + z² = 0.

`bloch_factor_quadratic` does this elimination in one `linear_combination`, with `h2` as the conjugate equation and `inv` supplying the inverses of the phase factors.

Multiplying by z − 1 gives z³ = 1. Also z ≠ 1, because z = 1 would turn the quadratic into 3 = 0. So z has order exactly 3. On the mesh, z = exp(2πij/N) satisfies zᴺ = 1, and the order of z must divide N. These are the steps `hcube`, `hne`, `hord` and `hroot` in `three_dvd_of_zero_on_mesh`.

If the mesh gap is zero, the point attaining the minimum has 2t|f| = 0. As t > 0, f vanishes there, and 3 divides N. This is the forward direction of `meshGap_eq_zero_iff`.

## A line of mesh points through the band touching

For each j the mesh contains a partner l with b = −a modulo 2π: l = N − j, or l = 0 when j = 0. There

f = 1 + exp(ia) + exp(−ia) = 1 + 2 cos a,

so the mesh gap is at most 2t|1 + 2 cos a|. This is `meshGap_le_line`.

Since cos(2π/3) = −1/2,

1 + 2 cos a = 2[cos a − cos(2π/3)]
= −4 sin((a + 2π/3)/2) sin((a − 2π/3)/2).

Bounding the first sine by 1 and the second by the modulus of its argument gives

|1 + 2 cos a| ≤ 2|a − 2π/3|,

which is `abs_one_add_two_cos_le`. Its auxiliary step `hs` obtains |sin x| ≤ |x| from cos 2x = 1 − 2 sin² x and cos 2x ≥ 1 − 2x².

If N = 3m, choosing j = m gives a = 2π/3 exactly. The upper bound is then zero, and `meshGap_nonneg` supplies the opposite inequality. This proves the reverse direction of the equivalence.

For general N, let k be the integer nearest to N/3, so that |3k − N| ≤ 1. For a = 2πk/N,

|a − 2π/3| = 2π|3k − N|/(3N) ≤ 2π/(3N),

and therefore

mesh gap ≤ 2t · 2 · 2π/(3N) = 8πt/(3N).

`meshGap_le` takes k to be `(N + 1) / 3` in natural-number division and follows this chain in its `calc` block. `spurious_gap` combines the bound with non-negativity and the equivalence: when 3 does not divide N, the gap is non-negative and not zero, hence positive.
